# The number of n-step walks on the square lattice is a product of two line-walk counts in the coordinates x + y and x − y

The theorem `walks_eq_line` says that the number of `n`-step nearest-neighbour walks on the infinite square lattice from the origin to `(x, y)` equals the number of `n`-step walks on the integer line from 0 to `x + y`, times the number from 0 to `x - y`. In tight-binding terms, such counts are the matrix elements of the `n`-th power of the hopping operator for a single particle with unit hopping amplitude and no on-site energy, though the file itself speaks only of walks. The proof is by induction on `n`, for all endpoints at once. With no steps it checks whether the endpoint is the origin; for `n + 1` steps it splits off the first step with `walks_succ` and uses the fact that each lattice step changes both `x + y` and `x - y` by one unit.

As first written in Lean, the proof fails:

```lean
import Mathlib

open Matrix

namespace WalksEqLine

noncomputable section

/-- The four nearest-neighbour steps on the square lattice. -/
def step : Fin 4 → ℤ × ℤ := ![(1, 0), (-1, 0), (0, 1), (0, -1)]

/-- The number of `n`-step nearest-neighbour walks on the square lattice from the origin
to `p`. -/
def walks (n : ℕ) (p : ℤ × ℤ) : ℕ :=
  (Finset.univ.filter fun s : Fin n → Fin 4 => ∑ i, step (s i) = p).card

/-- The number of `n`-step walks on the integer line from the origin to `u`, given by its
recursion in the number of steps. -/
def line : ℕ → ℤ → ℕ
  | 0, u => if u = 0 then 1 else 0
  | n + 1, u => line n (u - 1) + line n (u + 1)

/-- Splitting off the first step expresses the walks of `n + 1` steps through those of
`n` steps. -/
theorem walks_succ (n : ℕ) (p : ℤ × ℤ) :
    walks (n + 1) p = ∑ d, walks n (p - step d) := by
  simp only [walks, Finset.card_filter]
  rw [← (Fin.consEquiv (fun _ : Fin (n + 1) => Fin 4)).sum_comp, Fintype.sum_prod_type]
  refine Finset.sum_congr rfl fun d _ => Finset.sum_congr rfl fun s _ => ?_
  refine if_congr ?_ rfl rfl
  rw [Fin.sum_univ_succ, eq_sub_iff_add_eq, add_comm]
  rfl

/-- The number of `n`-step square-lattice walks from the origin to `(x, y)` is the product of the
numbers of `n`-step line walks from the origin to `x + y` and to `x - y`. -/
theorem walks_eq_line (n : ℕ) (x y : ℤ) :
    walks n (x, y) = line n (x + y) * line n (x - y) := by
  induction n generalizing x y with
  | zero =>
    have h0 : walks 0 (x, y) = if (0 : ℤ × ℤ) = (x, y) then 1 else 0 := by
      rw [walks, Finset.card_filter]
      simp
    by_cases h : x = 0 ∧ y = 0
    · obtain ⟨rfl, rfl⟩ := h
      rw [h0]
      simp [line]
    · have hne : (0 : ℤ × ℤ) ≠ (x, y) := fun e =>
        h ⟨(congrArg Prod.fst e).symm, (congrArg Prod.snd e).symm⟩
      rw [h0, if_neg hne]
      by_cases hu : x + y = 0
      · have hv : x - y ≠ 0 := by omega
        rw [show line 0 (x - y) = 0 from if_neg hv, mul_zero]
      · rw [show line 0 (x + y) = 0 from if_neg hu, zero_mul]
  | succ n ih =>
    have s0 : (x, y) - step 0 = (x - 1, y) := by simp [step]
    have s1 : (x, y) - step 1 = (x + 1, y) := by simp [step]
    have s2 : (x, y) - step 2 = (x, y - 1) := by simp [step]
    have s3 : (x, y) - step 3 = (x, y + 1) := by simp [step]
    rw [walks_succ, Fin.sum_univ_four, s0, s1, s2, s3, ih, ih, ih, ih]
    -- each lattice step moves both diagonal coordinates by one unit
    rw [show x - 1 + y = x + y - 1 by ring, show x - 1 - y = x - y - 1 by ring,
      show x + 1 + y = x + y + 1 by ring, show x + 1 - y = x - y + 1 by ring,
      show x + (y - 1) = x + y - 1 by ring, show x - (y - 1) = x - y + 1 by ring,
      show x + (y + 1) = x + y + 1 by ring, show x - (y + 1) = x - y - 1 by ring]
    simp only [line]
    ring

end

end WalksEqLine
```

The compiler's answer:

```
Main.lean:44:4: error: unsolved goals
case pos
h0 : walks 0 (0, 0) = if 0 = (0, 0) then 1 else 0
⊢ 0 = (0, 0)
```

Cause. The error lies in the case of zero steps with the endpoint at the origin. After `rw [h0]`, the left side of the goal is `if 0 = (0, 0) then 1 else 0`, where the first `0` is the zero of `ℤ × ℤ`. The call `simp [line]` evaluates the line counts on the right to 1, and so reduces the goal to the condition of the `if`, namely `0 = (0, 0)`. It does not prove that condition, and Lean reports it as an unsolved goal.

The remaining equation is true by definition, since the zero of a product is the pair of zeros, so `rfl` proves it. The repair gives this proof to `if_pos`, which rewrites the `if` to `1` before `simp` runs. What is left for `simp [line]` is only to evaluate the two line counts, and it closes the goal.

After these edits no error is left:

```diff
@@ -43,5 +43,5 @@
     by_cases h : x = 0 ∧ y = 0
     · obtain ⟨rfl, rfl⟩ := h
-      rw [h0]
+      rw [h0, if_pos (show (0 : ℤ × ℤ) = (0, 0) from rfl)]
       simp [line]
     · have hne : (0 : ℤ × ℤ) ≠ (x, y) := fun e =>
```
